# A guaranteed gain per step in lattice density inversion with a Lipschitz density map

## One site with a linear response

Take one site with energy $E(v)=-Mv^2/2$, where $v$ is the potential and $M>0$. The density is $\rho(v)=E'(v)=-Mv$; in this toy model it may be negative. To find the potential that gives a target density $r$, maximise $G_r(v)=E(v)-vr$, whose slope is the density error $\rho(v)-r$. The step
$$v'=v+\frac{\rho(v)-r}{M}=-\frac rM$$
reaches the target at once, and $G_r$ rises by exactly $(\rho(v)-r)^2/(2M)$. For other energies with response bounded by $M$, this value is a lower bound on the gain.

## Potentials and densities on $L$ sites

Now $v$, $r$ and $\rho(v)$ are vectors in $\mathbb R^L$, with the Euclidean norm and dot product. Two hypotheses enter:

- $\rho=\nabla E$. For a non-degenerate ground state with coupling $\sum_i v_i n_i$, where $n_i$ is the occupation of site $i$, this is the Hellmann–Feynman theorem.
- $\|\rho(v)-\rho(w)\|\le M\|v-w\|$. The constant $M$ limits the strength of the static density response and excludes jumps of the density at level crossings.

The result applies to Kohn–Sham inversion on a finite lattice when the non-interacting energy satisfies both, with one $M$ for all potentials. This is restrictive. One particle on two sites with hopping amplitude $\tau>0$ satisfies both with $M=1/(2\tau)$. For one particle on a three-site chain no $M$ works, because a high barrier on the middle site makes the response of the outer sites arbitrarily strong.

## The gain of one step

For a displacement $d$ and $0\le t\le1$, the chain rule, Cauchy–Schwarz and the response bound give
$$\frac{d}{dt}E(v+td)=\rho(v+td)\cdot d\ \ge\ \rho(v)\cdot d-Mt\|d\|^2 .$$
Integration over $t$ yields
$$E(v+d)\ge E(v)+\rho(v)\cdot d-\tfrac M2\|d\|^2 .$$
Set $e=\rho(v)-r$ and $d=e/M$, and subtract $(v+d)\cdot r$ from the left side and its equal $v\cdot r+d\cdot r$ from the right:
$$G_r(v')-G_r(v)\ \ge\ e\cdot d-\tfrac M2\|d\|^2=\frac{\|e\|^2}{M}-\frac{\|e\|^2}{2M}=\frac{\|e\|^2}{2M}.$$
If $G_r\le B$ everywhere, then $G_r(v')\le B$, and so $\|e\|^2\le 2M\,(B-G_r(v))$.

The sign of the step matters: the step raises the potential at a site with too much density. With the sign reversed, the linear term becomes $-\|e\|^2/M$, and in the quadratic model $G_r$ falls by $3\|e\|^2/(2M)$.

## Monotone density response

Using the ground state of $v$ as a trial state for $w$ gives $E(w)\le E(v)+\rho(v)\cdot(w-v)$. With the roles exchanged, this says that $w$ maximises $G_{\rho(w)}$. The error bound, applied to both orderings, gives
$$\|\rho(v)-\rho(w)\|^2\le 2M\,[E(w)-E(v)+(v-w)\cdot\rho(w)],$$
$$\|\rho(v)-\rho(w)\|^2\le 2M\,[E(v)-E(w)-(v-w)\cdot\rho(v)].$$
Adding and halving,
$$\|\rho(v)-\rho(w)\|^2\le -M\,(v-w)\cdot(\rho(v)-\rho(w)).$$

## The step in a code

Each iteration solves for the ground state at $v$, reads off the site densities and adds the error divided by $M$. If $M$ is unknown, a code can try a value, test whether $G_r$ rose by at least $\|e\|^2/(2M)$, and if it did not, double $M$ and repeat the step from the same $v$.

## The statements in Lean

`Field L` holds both potentials and densities. `IsDensityOf` is the gradient relation, `ResponseBound` the Lipschitz bound and `Variational` the trial-state inequality. `inversionFunctional E r v` is $G_r(v)$, and `ascentStep` is the update.

`ascent_gain` states the gain multiplied by $2M$, for every $r$ and $v$; it doesn't use `Variational`. The hypotheses are assumed, not derived from a Hamiltonian. Particle number, positivity of densities, existence of a potential for $r$ and convergence of the iteration are not treated.

```lean
import Mathlib

open scoped InnerProductSpace

namespace LatticeDensityInversion

noncomputable section

/-- Real functions on a lattice of `L` sites, used for potentials and for densities. -/
abbrev Field (L : ℕ) := EuclideanSpace ℝ (Fin L)

variable {L : ℕ}

/-- The density map `ρ` is the gradient of the energy `E` with respect to the potential. -/
def IsDensityOf (E : Field L → ℝ) (ρ : Field L → Field L) : Prop :=
  ∀ v, HasGradientAt E (ρ v) v

/-- The density responds to a change of potential with a strength of at most `M`. -/
def ResponseBound (M : ℝ) (ρ : Field L → Field L) : Prop :=
  ∀ v w, ‖ρ v - ρ w‖ ≤ M * ‖v - w‖

/-- The variational inequality: the density at `v` gives an upper bound on the energy at `w`. -/
def Variational (E : Field L → ℝ) (ρ : Field L → Field L) : Prop :=
  ∀ v w, E w ≤ E v + ⟪ρ v, w - v⟫_ℝ

/-- The inversion functional `E(v) - v·r` for the target density `r`. -/
def inversionFunctional (E : Field L → ℝ) (r v : Field L) : ℝ :=
  E v - ⟪v, r⟫_ℝ

/-- The update `v + (ρ(v) - r)/M` of the potential. -/
def ascentStep (M : ℝ) (ρ : Field L → Field L) (r v : Field L) : Field L :=
  v + M⁻¹ • (ρ v - r)

/-- Changing the potential by `d` gives an energy no lower than the linear response
prediction minus `M‖d‖²/2`. -/
theorem energy_lower_bound {E : Field L → ℝ} {ρ : Field L → Field L} {M : ℝ}
    (hE : IsDensityOf E ρ) (hρ : ResponseBound M ρ) (v d : Field L) :
    E v + ⟪ρ v, d⟫_ℝ - M / 2 * ‖d‖ ^ 2 ≤ E (v + d) := by
  -- the energy along the segment, minus the linear and quadratic terms of the claimed bound
  let g : ℝ → ℝ := fun t =>
    E (v + t • d) - t * ⟪ρ v, d⟫_ℝ + M / 2 * ‖d‖ ^ 2 * (t * t)
  have hg : ∀ t : ℝ, HasDerivAt g
      (⟪ρ (v + t • d), d⟫_ℝ - ⟪ρ v, d⟫_ℝ + M * ‖d‖ ^ 2 * t) t := by
    intro t
    have hline : HasDerivAt (fun s : ℝ => v + s • d) d t := by
      simpa using ((hasDerivAt_id' t).smul_const d).const_add v
    have hd : ∀ x : Field L, InnerProductSpace.toDual ℝ (Field L) x d = ⟪x, d⟫_ℝ :=
      fun _ => by rfl
    have hf := (hE (v + t • d)).hasFDerivAt
    have hc := hf.comp_hasDerivAt t hline
    have h1 : HasDerivAt (fun s : ℝ => E (v + s • d)) (⟪ρ (v + t • d), d⟫_ℝ) t :=
      hc.congr_deriv (hd _)
    have h2 := (hasDerivAt_id' t).mul_const (⟪ρ v, d⟫_ℝ)
    have h3 := ((hasDerivAt_id' t).fun_mul (hasDerivAt_id' t)).const_mul (M / 2 * ‖d‖ ^ 2)
    exact ((h1.fun_sub h2).fun_add h3).congr_deriv (by ring)
  have hmono : MonotoneOn g (Set.Icc 0 1) := by
    apply monotoneOn_of_deriv_nonneg (convex_Icc 0 1)
    · exact fun t _ => (hg t).continuousAt.continuousWithinAt
    · exact fun t _ => (hg t).differentiableAt.differentiableWithinAt
    · intro t ht
      rw [interior_Icc] at ht
      rw [(hg t).deriv]
      -- the response bound controls the change of the slope
      have h1 := hρ (v + t • d) v
      rw [add_sub_cancel_left, norm_smul, Real.norm_eq_abs, abs_of_pos ht.1] at h1
      have h2 := (abs_le.mp (abs_real_inner_le_norm (ρ (v + t • d) - ρ v) d)).1
      rw [inner_sub_left] at h2
      have h3 := mul_le_mul_of_nonneg_right h1 (norm_nonneg d)
      nlinarith [h2, h3]
  have h01 := hmono (Set.left_mem_Icc.mpr zero_le_one) (Set.right_mem_Icc.mpr zero_le_one)
    zero_le_one
  simp only [g, zero_smul, one_smul, add_zero, zero_mul, mul_zero, sub_zero, one_mul,
    mul_one] at h01
  linarith

/-- One update raises the inversion functional by at least `‖ρ(v) - r‖²/(2M)`,
written here with the factor `2M` on the side of the gain. -/
theorem ascent_gain {E : Field L → ℝ} {ρ : Field L → Field L} {M : ℝ} (hM : 0 < M)
    (hE : IsDensityOf E ρ) (hρ : ResponseBound M ρ) (r v : Field L) :
    ‖ρ v - r‖ ^ 2 ≤ 2 * M *
      (inversionFunctional E r (ascentStep M ρ r v) - inversionFunctional E r v) := by
  have h0 := energy_lower_bound hE hρ v (M⁻¹ • (ρ v - r))
  -- the linear gain and the squared length of the step, both in terms of the density error
  have h1 : ⟪ρ v, M⁻¹ • (ρ v - r)⟫_ℝ - ⟪M⁻¹ • (ρ v - r), r⟫_ℝ
      = M⁻¹ * ‖ρ v - r‖ ^ 2 := by
    rw [real_inner_comm r (M⁻¹ • (ρ v - r)), ← inner_sub_left, real_inner_smul_right,
      real_inner_self_eq_norm_sq]
  have h2 : ‖M⁻¹ • (ρ v - r)‖ ^ 2 = M⁻¹ ^ 2 * ‖ρ v - r‖ ^ 2 := by
    rw [norm_smul, mul_pow, Real.norm_eq_abs, sq_abs]
  have h3 : 2 * M * (M⁻¹ * ‖ρ v - r‖ ^ 2 - M / 2 * (M⁻¹ ^ 2 * ‖ρ v - r‖ ^ 2))
      = ‖ρ v - r‖ ^ 2 := by
    field_simp
    ring
  rw [h2] at h0
  rw [← h3]
  apply mul_le_mul_of_nonneg_left _ (by positivity)
  unfold inversionFunctional ascentStep
  rw [inner_add_left]
  linarith

/-- If `B` is an upper bound of the inversion functional, the squared density error at `v`
is at most `2M` times the distance of the functional from `B`. -/
theorem density_error_le_gap {E : Field L → ℝ} {ρ : Field L → Field L} {M B : ℝ}
    (hM : 0 < M) (hE : IsDensityOf E ρ) (hρ : ResponseBound M ρ) (r : Field L)
    (hB : ∀ u, inversionFunctional E r u ≤ B) (v : Field L) :
    ‖ρ v - r‖ ^ 2 ≤ 2 * M * (B - inversionFunctional E r v) := by
  refine (ascent_gain hM hE hρ r v).trans ?_
  apply mul_le_mul_of_nonneg_left _ (by positivity)
  linarith [hB (ascentStep M ρ r v)]

/-- Under the variational inequality, the potential `w` maximises the inversion functional
whose target is the density of `w`. -/
theorem potential_maximises {E : Field L → ℝ} {ρ : Field L → Field L}
    (hV : Variational E ρ) (w u : Field L) :
    inversionFunctional E (ρ w) u ≤ inversionFunctional E (ρ w) w := by
  have h := hV w u
  rw [inner_sub_right, real_inner_comm u (ρ w), real_inner_comm w (ρ w)] at h
  unfold inversionFunctional
  linarith

/-- The squared difference of two densities is at most `-M` times the overlap of the potential
difference with the density difference. -/
theorem density_response_monotone {E : Field L → ℝ} {ρ : Field L → Field L} {M : ℝ}
    (hE : IsDensityOf E ρ) (hρ : ResponseBound M ρ) (hV : Variational E ρ)
    (v w : Field L) :
    ‖ρ v - ρ w‖ ^ 2 ≤ -M * ⟪v - w, ρ v - ρ w⟫_ℝ := by
  rcases lt_or_ge 0 M with hM | hM
  · -- each potential is compared with the maximiser for the other density
    have h1 := density_error_le_gap hM hE hρ (ρ w) (potential_maximises hV w) v
    have h2 := density_error_le_gap hM hE hρ (ρ v) (potential_maximises hV v) w
    rw [norm_sub_rev (ρ w) (ρ v)] at h2
    unfold inversionFunctional at h1 h2
    rw [inner_sub_left, inner_sub_right, inner_sub_right]
    linarith
  · -- without a positive response bound the two densities coincide
    have h1 : ‖ρ v - ρ w‖ ≤ 0 := by nlinarith [hρ v w, norm_nonneg (v - w)]
    rw [norm_le_zero_iff.mp h1]
    simp

/-- The energy `-M‖v‖²/2` with density `-M v` is an instance of the gradient relation, the
response bound and the variational inequality. -/
theorem quadratic_witness {M : ℝ} (hM : 0 < M) :
    IsDensityOf (fun v : Field L => -(M / 2) * ‖v‖ ^ 2) (fun v => (-M) • v) ∧
    ResponseBound M (fun v : Field L => (-M) • v) ∧
    Variational (fun v : Field L => -(M / 2) * ‖v‖ ^ 2) (fun v => (-M) • v) := by
  refine ⟨fun v => ?_, fun v w => ?_, fun v w => ?_⟩
  · rw [hasGradientAt_iff_hasFDerivAt]
    have h := (hasStrictFDerivAt_norm_sq v).hasFDerivAt.const_mul (-(M / 2))
    refine h.congr_fderiv (ContinuousLinearMap.ext fun u => ?_)
    have hd : ∀ x : Field L, InnerProductSpace.toDual ℝ (Field L) x u = ⟪x, u⟫_ℝ :=
      fun _ => by rfl
    have hi : innerSL ℝ v u = ⟪v, u⟫_ℝ := by rfl
    refine Eq.trans ?_ (hd ((-M) • v)).symm
    change -(M / 2) * ((2 : ℕ) • innerSL ℝ v u) = ⟪(-M) • v, u⟫_ℝ
    rw [hi, real_inner_smul_left, nsmul_eq_mul]
    push_cast
    ring
  · change ‖(-M) • v - (-M) • w‖ ≤ M * ‖v - w‖
    rw [← smul_sub, norm_smul, Real.norm_eq_abs, abs_neg, abs_of_pos hM]
  · change -(M / 2) * ‖w‖ ^ 2 ≤ -(M / 2) * ‖v‖ ^ 2 + ⟪(-M) • v, w - v⟫_ℝ
    rw [real_inner_smul_left, inner_sub_right, real_inner_self_eq_norm_sq]
    have h := norm_sub_sq_real v w
    nlinarith [mul_nonneg hM.le (sq_nonneg ‖v - w‖)]

/-- For the energy `-M‖v‖²/2` the gain of one update equals the guaranteed gain, for every
potential and every target. -/
theorem ascent_gain_sharp {M : ℝ} (hM : 0 < M) (r v : Field L) :
    ‖(-M) • v - r‖ ^ 2 = 2 * M *
      (inversionFunctional (fun u => -(M / 2) * ‖u‖ ^ 2) r
          (ascentStep M (fun u => (-M) • u) r v)
        - inversionFunctional (fun u => -(M / 2) * ‖u‖ ^ 2) r v) := by
  -- the update lands on the potential -r/M
  have hs : ascentStep M (fun u => (-M) • u) r v = (-M⁻¹) • r := by
    have hc : M⁻¹ * (-M) = -1 := by
      rw [mul_neg, inv_mul_cancel₀ hM.ne']
    unfold ascentStep
    rw [smul_sub, smul_smul, hc]
    module
  rw [hs]
  unfold inversionFunctional
  beta_reduce
  rw [norm_sub_sq_real, real_inner_smul_left, real_inner_smul_left,
    real_inner_self_eq_norm_sq, norm_smul, norm_smul, mul_pow, mul_pow,
    Real.norm_eq_abs, Real.norm_eq_abs, sq_abs, sq_abs]
  field_simp
  ring

end

end LatticeDensityInversion
```

```lean
#print axioms LatticeDensityInversion.density_response_monotone
#print axioms LatticeDensityInversion.ascent_gain_sharp
```

```
'LatticeDensityInversion.density_response_monotone' depends on axioms: [propext, Classical.choice, Quot.sound]
'LatticeDensityInversion.ascent_gain_sharp' depends on axioms: [propext, Classical.choice, Quot.sound]
```

## How the proof follows the derivation

`energy_lower_bound` replaces the integral by monotonicity. The "linear response prediction" in its docstring is the first-order energy $E(v)+\rho(v)\cdot d$. The function `g` is the energy along the segment minus the claimed bound, up to a constant. Its derivative is non-negative on $(0,1)$ by `hρ` and Cauchy–Schwarz, and comparing `g` at 0 and 1 gives the result.

In `ascent_gain`, `h1` is the linear gain, `h2` evaluates $\|d\|^2$, and `h3` combines them. `density_error_le_gap` inserts the bound $B$.

`density_response_monotone` adds the two inequalities, with `potential_maximises` supplying each $B$. It also covers $M\le0$, where the response bound forces the densities to coincide.

`quadratic_witness` checks all three hypotheses for $E(v)=-M\|v\|^2/2$, and `ascent_gain_sharp` computes equality by first showing that the update lands on $-r/M$. For $L\ge1$, the constant in the gain therefore can't be improved.
